# A quadratic transmission node at the chemical potential has Lorenz ratio 7π²/5 in units of (k_B/e)²

In a molecular junction, destructive interference can make the electronic transmission vanish at the chemical potential, so that the electrons that carry charge and heat through it lie some distance away in energy. For non-interacting electrons whose transmission grows as a positive even power of that distance throughout the thermal window, linear response gives the Lorenz ratio exactly: the electronic thermal conductance divided by the electrical conductance and the temperature.

```lean
import Mathlib

open MeasureTheory Set Real

namespace TransmissionNodeLorenz

noncomputable section

/-- The thermal window `e^x/(e^x+1)^2`, with energy `x` measured from the chemical potential
in units of the temperature. -/
def thermalWindow (x : ℝ) : ℝ := exp x / (exp x + 1) ^ 2

/-- The transport moment `L_n` of a transmission function `T`. -/
def transportMoment (T : ℝ → ℝ) (n : ℕ) : ℝ := ∫ x : ℝ, x ^ n * T x * thermalWindow x

/-- The Lorenz ratio `(L0 L2 - L1^2)/L0^2`, in units of `(k_B/e)^2`. -/
def lorenzRatio (T : ℝ → ℝ) : ℝ :=
  (transportMoment T 0 * transportMoment T 2 - transportMoment T 1 ^ 2) /
    transportMoment T 0 ^ 2

/-- A transmission node of order `2m` at the chemical potential, with strength `c`. -/
def nodeTransmission (c : ℝ) (m : ℕ) (x : ℝ) : ℝ := c * x ^ (2 * m)

/-- For `p ≥ 2`, where the series converges absolutely, this is the alternating zeta sum `1 - 1/2^p
+ 1/3^p - ...`. -/
def alternatingZeta (p : ℕ) : ℝ := ∑' k : ℕ, (-1 : ℝ) ^ k / ((k : ℝ) + 1) ^ p

/-- The thermal window is an even function of the energy measured from the chemical potential. -/
theorem thermalWindow_neg (x : ℝ) : thermalWindow (-x) = thermalWindow x := by
  have he := exp_pos x
  have h : (exp x)⁻¹ + 1 = (exp x + 1) / exp x := by
    field_simp
    ring
  unfold thermalWindow
  rw [Real.exp_neg, h]
  field_simp

/-- The moment of order `p` of a decaying exponential with rate `b` is `p!/b^(p+1)`. -/
theorem exponential_moment (p : ℕ) {b : ℝ} (hb : 0 < b) :
    ∫ x in Ioi (0 : ℝ), x ^ p * exp (-(b * x)) = (p.factorial : ℝ) / b ^ (p + 1) := by
  have h := Real.integral_rpow_mul_exp_neg_mul_Ioi (a := (p : ℝ) + 1) (r := b)
    (by positivity) hb
  have hp : (p : ℝ) + 1 = ((p + 1 : ℕ) : ℝ) := by push_cast; ring
  rw [Real.Gamma_nat_eq_factorial, add_sub_cancel_right, hp] at h
  simp only [Real.rpow_natCast] at h
  rw [h, one_div, inv_pow, div_eq_mul_inv, mul_comm]

/-- Above the chemical potential the thermal window is an alternating series of
decaying exponentials. -/
theorem thermalWindow_series {x : ℝ} (hx : 0 < x) :
    HasSum (fun k : ℕ => (-1 : ℝ) ^ k * ((k : ℝ) + 1) * exp (-(((k : ℝ) + 1) * x)))
      (thermalWindow x) := by
  obtain ⟨q, hqx⟩ : ∃ q : ℝ, q = exp (-x) := ⟨_, rfl⟩
  have hq : ‖-q‖ < 1 := by
    rw [norm_neg, hqx, Real.norm_of_nonneg (exp_pos _).le]
    exact Real.exp_lt_one_iff.mpr (by linarith)
  -- the series `∑ n r^n` at `r = -q`; the next step removes its vanishing first term
  have h : HasSum (fun n : ℕ => (n : ℝ) * (-q) ^ n) (-q / (1 - -q) ^ 2) :=
    hasSum_coe_mul_geometric_of_norm_lt_one hq
  have h' := (hasSum_nat_add_iff' 1).mpr h
  simp only [Finset.sum_range_one, Nat.cast_zero, zero_mul, sub_zero] at h'
  have hf : (fun k : ℕ => (-1 : ℝ) ^ k * ((k : ℝ) + 1) * exp (-(((k : ℝ) + 1) * x))) =
      fun k : ℕ => -(((k + 1 : ℕ) : ℝ) * (-q) ^ (k + 1)) := by
    funext k
    have hk : -(((k : ℝ) + 1) * x) = ((k + 1 : ℕ) : ℝ) * -x := by push_cast; ring
    rw [hk, Real.exp_nat_mul, ← hqx, neg_pow q]
    push_cast
    ring
  have hv : thermalWindow x = -(-q / (1 - -q) ^ 2) := by
    rw [← thermalWindow_neg, thermalWindow, ← hqx, show 1 - -q = q + 1 by ring]
    ring
  rw [hf, hv]
  exact h'.neg

/-- The half-line moment of order `p ≥ 2` of the thermal window is `p!` times the
alternating zeta sum. -/
theorem halfLine_moment (p : ℕ) (hp : 2 ≤ p) :
    ∫ x in Ioi (0 : ℝ), x ^ p * thermalWindow x = (p.factorial : ℝ) * alternatingZeta p := by
  let F : ℕ → ℝ → ℝ := fun k x =>
    (-1 : ℝ) ^ k * ((k : ℝ) + 1) * (x ^ p * exp (-(((k : ℝ) + 1) * x)))
  have hs : Summable (fun k : ℕ => 1 / ((k : ℝ) + 1) ^ p) := by
    have h := (summable_nat_add_iff 1).mpr
      (Real.summable_one_div_nat_pow.mpr (show 1 < p by omega))
    exact_mod_cast h
  have hF : ∀ k, Integrable (F k) (volume.restrict (Ioi 0)) := by
    intro k
    refine Integrable.const_mul ?_ _
    by_contra h
    have h1 := exponential_moment p (b := (k : ℝ) + 1) (by positivity)
    rw [integral_undef h] at h1
    have h2 : 0 < (p.factorial : ℝ) / ((k : ℝ) + 1) ^ (p + 1) := by positivity
    linarith
  have hN : ∀ k, ∫ x in Ioi (0 : ℝ), ‖F k x‖ =
      (p.factorial : ℝ) * (1 / ((k : ℝ) + 1) ^ p) := by
    intro k
    have h1 : ∫ x in Ioi (0 : ℝ), ‖F k x‖ =
        ∫ x in Ioi (0 : ℝ), ((k : ℝ) + 1) * (x ^ p * exp (-(((k : ℝ) + 1) * x))) := by
      refine setIntegral_congr_fun measurableSet_Ioi (fun x hx => ?_)
      have hx' : 0 < x := hx
      have h2 : 0 ≤ x ^ p * exp (-(((k : ℝ) + 1) * x)) := by positivity
      have h3 : (0 : ℝ) ≤ (k : ℝ) + 1 := by positivity
      simp only [F]
      rw [norm_mul, norm_mul, norm_pow, norm_neg, norm_one, one_pow, one_mul,
        Real.norm_of_nonneg h2, Real.norm_of_nonneg h3]
    rw [h1, integral_const_mul, exponential_moment p (by positivity), pow_succ]
    field_simp
  -- absolute summability allows the series to be integrated term by term
  have h := hasSum_integral_of_summable_integral_norm hF
    ((hs.mul_left (p.factorial : ℝ)).congr (fun k => by rw [hN k]))
  calc ∫ x in Ioi (0 : ℝ), x ^ p * thermalWindow x
      = ∫ x in Ioi (0 : ℝ), ∑' k, F k x := by
        refine setIntegral_congr_fun measurableSet_Ioi (fun x hx => ?_)
        have h1 := ((thermalWindow_series hx).mul_left (x ^ p)).tsum_eq
        simp only [F]
        rw [← h1]
        exact tsum_congr (fun k => by ring)
    _ = ∑' k, ∫ x in Ioi (0 : ℝ), F k x := h.tsum_eq.symm
    _ = ∑' k : ℕ, (p.factorial : ℝ) * ((-1 : ℝ) ^ k / ((k : ℝ) + 1) ^ p) := by
        refine tsum_congr (fun k => ?_)
        simp only [F]
        rw [integral_const_mul, exponential_moment p (by positivity), pow_succ _ p]
        field_simp
    _ = _ := tsum_mul_left

/-- For `p ≥ 2` the alternating zeta sum is `1 - 2/2^p` times the ordinary zeta sum,
and it is positive. -/
theorem alternatingZeta_eq (p : ℕ) (hp : 2 ≤ p) :
    alternatingZeta p = (1 - 2 / 2 ^ p) * ∑' k : ℕ, 1 / ((k : ℝ) + 1) ^ p ∧
      0 < alternatingZeta p := by
  let a : ℕ → ℝ := fun k => 1 / ((k : ℝ) + 1) ^ p
  have hs : Summable a := by
    have h := (summable_nat_add_iff 1).mpr
      (Real.summable_one_div_nat_pow.mpr (show 1 < p by omega))
    simp only [a]
    exact_mod_cast h
  have he : Summable (fun k => a (2 * k)) :=
    hs.comp_injective (i := fun k : ℕ => 2 * k) (fun i j h => by dsimp only at h; omega)
  have ho : Summable (fun k => a (2 * k + 1)) :=
    hs.comp_injective (i := fun k : ℕ => 2 * k + 1) (fun i j h => by dsimp only at h; omega)
  have hodd : ∑' k, a (2 * k + 1) = 1 / 2 ^ p * ∑' k, a k := by
    rw [← tsum_mul_left]
    refine tsum_congr (fun k => ?_)
    have h2 : ((2 * k + 1 : ℕ) : ℝ) + 1 = 2 * ((k : ℝ) + 1) := by push_cast; ring
    simp only [a]
    rw [h2, mul_pow, one_div_mul_one_div]
  have hsum := tsum_even_add_odd he ho
  let g : ℕ → ℝ := fun k => (-1 : ℝ) ^ k / ((k : ℝ) + 1) ^ p
  have ge : ∀ k, g (2 * k) = a (2 * k) := fun k => by simp only [g, a, pow_mul, neg_one_sq, one_pow]
  have go : ∀ k, g (2 * k + 1) = -a (2 * k + 1) := fun k => by
    simp only [g, a, pow_succ (-1 : ℝ), pow_mul (-1 : ℝ)]
    ring
  have halt := tsum_even_add_odd (f := g) (he.congr (fun k => by rw [ge k]))
    (ho.neg.congr (fun k => by rw [go k]))
  rw [tsum_congr ge, tsum_congr go, tsum_neg] at halt
  have key : alternatingZeta p = (1 - 2 / 2 ^ p) * ∑' k, a k := by
    change ∑' k, g k = _
    rw [← halt]
    linear_combination hsum - 2 * hodd
  refine ⟨key, ?_⟩
  have hz : 0 < ∑' k, a k :=
    hs.tsum_pos (fun k => by simp only [a]; positivity) 0 (by simp only [a]; positivity)
  have h4 : (2 : ℝ) ^ 2 ≤ 2 ^ p := pow_le_pow_right₀ (by norm_num) hp
  have h5 : (2 : ℝ) / 2 ^ p < 1 := by
    rw [div_lt_one (by positivity)]
    linarith
  rw [key]
  exact mul_pos (by linarith) hz

/-- For `m ≥ 1`, the moment of order `2m` of the thermal window over all energies is `2 (2m)!` times
the alternating zeta sum at `2m`, and the moment of order `2m+1` is zero. -/
theorem window_moments (m : ℕ) (hm : 1 ≤ m) :
    ∫ x : ℝ, x ^ (2 * m) * thermalWindow x =
        2 * (((2 * m).factorial : ℝ) * alternatingZeta (2 * m)) ∧
      ∫ x : ℝ, x ^ (2 * m + 1) * thermalWindow x = 0 := by
  constructor
  · have habs : ∀ x : ℝ, thermalWindow |x| = thermalWindow x := fun x => by
      rcases abs_choice x with h | h <;> rw [h]
      exact thermalWindow_neg x
    calc ∫ x : ℝ, x ^ (2 * m) * thermalWindow x
        = ∫ x : ℝ, (fun y : ℝ => y ^ (2 * m) * thermalWindow y) |x| := by
          congr 1
          funext x
          simp only [pow_mul, sq_abs, habs]
      _ = 2 * ∫ x in Ioi (0 : ℝ), x ^ (2 * m) * thermalWindow x :=
          integral_comp_abs (f := fun y : ℝ => y ^ (2 * m) * thermalWindow y)
      _ = _ := by rw [halfLine_moment (2 * m) (by omega)]
  · have h : ∫ x : ℝ, (-x) ^ (2 * m + 1) * thermalWindow (-x) =
        ∫ x : ℝ, x ^ (2 * m + 1) * thermalWindow x :=
      integral_neg_eq_self (fun x : ℝ => x ^ (2 * m + 1) * thermalWindow x) volume
    have h2 : ∫ x : ℝ, (-x) ^ (2 * m + 1) * thermalWindow (-x) =
        -∫ x : ℝ, x ^ (2 * m + 1) * thermalWindow x := by
      rw [← integral_neg]
      congr 1
      funext x
      rw [thermalWindow_neg, Odd.neg_pow ⟨m, rfl⟩]
      ring
    linarith

/-- Every moment integral of order `p ≥ 2` of the thermal window converges. -/
theorem window_integrable (p : ℕ) (hp : 2 ≤ p) :
    Integrable (fun x : ℝ => x ^ p * thermalWindow x) := by
  have heven : ∀ m : ℕ, 1 ≤ m →
      Integrable (fun x : ℝ => x ^ (2 * m) * thermalWindow x) := by
    intro m hm
    by_contra h
    have h1 := (window_moments m hm).1
    rw [integral_undef h] at h1
    have h2 := (alternatingZeta_eq (2 * m) (by omega)).2
    have h3 : 0 < 2 * (((2 * m).factorial : ℝ) * alternatingZeta (2 * m)) := by positivity
    linarith
  have hc : Continuous thermalWindow := by
    unfold thermalWindow
    exact Continuous.div (by fun_prop) (by fun_prop) (fun x => by positivity)
  obtain ⟨m, rfl | rfl⟩ := Nat.even_or_odd' p
  · exact heven m (by omega)
  · -- an odd moment is dominated by its two even neighbours
    refine ((heven m (by omega)).add (heven (m + 1) (by omega))).mono'
      ((continuous_pow _).mul hc).aestronglyMeasurable (Filter.Eventually.of_forall fun x => ?_)
    have hw : 0 ≤ thermalWindow x := by unfold thermalWindow; positivity
    have hn : 0 ≤ x ^ (2 * m) := (even_two_mul m).pow_nonneg x
    have hx : |x| ≤ 1 + x ^ 2 := by
      nlinarith [sq_abs x, sq_nonneg (|x| - 1), abs_nonneg x]
    simp only [Pi.add_apply]
    rw [norm_mul, Real.norm_of_nonneg hw, pow_succ, norm_mul, Real.norm_of_nonneg hn,
      Real.norm_eq_abs]
    calc x ^ (2 * m) * |x| * thermalWindow x
        ≤ x ^ (2 * m) * (1 + x ^ 2) * thermalWindow x :=
          mul_le_mul_of_nonneg_right (mul_le_mul_of_nonneg_left hx hn) hw
      _ = _ := by ring

/-- The transport moments `L0`, `L1` and `L2` of a transmission node of order `2m`. -/
theorem node_moments (c : ℝ) (m : ℕ) (hm : 1 ≤ m) :
    transportMoment (nodeTransmission c m) 0 =
        2 * c * ((2 * m).factorial : ℝ) * alternatingZeta (2 * m) ∧
      transportMoment (nodeTransmission c m) 1 = 0 ∧
      transportMoment (nodeTransmission c m) 2 =
        2 * c * ((2 * m + 2).factorial : ℝ) * alternatingZeta (2 * m + 2) := by
  have h : ∀ n, transportMoment (nodeTransmission c m) n =
      c * ∫ x : ℝ, x ^ (2 * m + n) * thermalWindow x := by
    intro n
    unfold transportMoment nodeTransmission
    rw [← integral_const_mul]
    congr 1
    funext x
    ring
  refine ⟨?_, ?_, ?_⟩
  · rw [h, add_zero, (window_moments m hm).1]
    ring
  · rw [h, (window_moments m hm).2, mul_zero]
  · rw [h, show 2 * m + 2 = 2 * (m + 1) by ring, (window_moments (m + 1) (by omega)).1]
    ring

/-- The Lorenz ratio of a transmission node of order `2m` does not depend on its strength and
is `(2m+2)(2m+1)` times a ratio of alternating zeta sums. -/
theorem node_lorenzRatio {c : ℝ} (hc : c ≠ 0) (m : ℕ) (hm : 1 ≤ m) :
    lorenzRatio (nodeTransmission c m) =
      (2 * m + 2) * (2 * m + 1) * (alternatingZeta (2 * m + 2) / alternatingZeta (2 * m)) := by
  obtain ⟨h0, h1, h2⟩ := node_moments c m hm
  have hz := (alternatingZeta_eq (2 * m) (by omega)).2.ne'
  have hf : ((2 * m).factorial : ℝ) ≠ 0 := by positivity
  have hf2 : ((2 * m + 2).factorial : ℝ) =
      (2 * m + 2) * (2 * m + 1) * ((2 * m).factorial : ℝ) := by
    rw [Nat.factorial_succ, Nat.factorial_succ]
    push_cast
    ring
  rw [lorenzRatio, h0, h1, h2, hf2]
  field_simp
  ring

/-- A quadratic transmission node has `L0 = cπ²/3`, `L1 = 0`, `L2 = 7cπ⁴/15` and Lorenz ratio
`7π²/5`, which is `21/5` times the Sommerfeld value `π²/3`. -/
theorem quadratic_node {c : ℝ} (hc : c ≠ 0) :
    transportMoment (nodeTransmission c 1) 0 = c * π ^ 2 / 3 ∧
      transportMoment (nodeTransmission c 1) 1 = 0 ∧
      transportMoment (nodeTransmission c 1) 2 = 7 * c * π ^ 4 / 15 ∧
      lorenzRatio (nodeTransmission c 1) = 7 * π ^ 2 / 5 ∧
      lorenzRatio (nodeTransmission c 1) = 21 / 5 * (π ^ 2 / 3) := by
  have e2 : alternatingZeta 2 = π ^ 2 / 12 := by
    have h := ((hasSum_nat_add_iff' 1).mpr hasSum_zeta_two).tsum_eq
    have hz : (1 : ℝ) / 0 ^ 2 = 0 := by norm_num
    simp only [Finset.sum_range_one, Nat.cast_add, Nat.cast_one, Nat.cast_zero] at h
    rw [hz, sub_zero] at h
    rw [(alternatingZeta_eq 2 le_rfl).1, h]
    ring
  have e4 : alternatingZeta 4 = 7 * π ^ 4 / 720 := by
    have h := ((hasSum_nat_add_iff' 1).mpr hasSum_zeta_four).tsum_eq
    have hz : (1 : ℝ) / 0 ^ 4 = 0 := by norm_num
    simp only [Finset.sum_range_one, Nat.cast_add, Nat.cast_one, Nat.cast_zero] at h
    rw [hz, sub_zero] at h
    rw [(alternatingZeta_eq 4 (by norm_num)).1, h]
    ring
  have f2 : ((Nat.factorial 2 : ℕ) : ℝ) = 2 := by norm_num [Nat.factorial]
  have f4 : ((Nat.factorial 4 : ℕ) : ℝ) = 24 := by norm_num [Nat.factorial]
  obtain ⟨h0, h1, h2⟩ := node_moments c 1 le_rfl
  have g0 : transportMoment (nodeTransmission c 1) 0 = c * π ^ 2 / 3 := by
    rw [h0]
    change 2 * c * ((Nat.factorial 2 : ℕ) : ℝ) * alternatingZeta 2 = _
    rw [f2, e2]
    ring
  have g2 : transportMoment (nodeTransmission c 1) 2 = 7 * c * π ^ 4 / 15 := by
    rw [h2]
    change 2 * c * ((Nat.factorial 4 : ℕ) : ℝ) * alternatingZeta 4 = _
    rw [f4, e4]
    ring
  have hL : lorenzRatio (nodeTransmission c 1) = 7 * π ^ 2 / 5 := by
    have hpi := Real.pi_ne_zero
    rw [lorenzRatio, g0, h1, g2]
    field_simp
    ring
  exact ⟨g0, h1, g2, hL, by rw [hL]; ring⟩

end

end TransmissionNodeLorenz
```

```lean
#print axioms TransmissionNodeLorenz.window_integrable
#print axioms TransmissionNodeLorenz.node_lorenzRatio
#print axioms TransmissionNodeLorenz.quadratic_node
```

```
'TransmissionNodeLorenz.window_integrable' depends on axioms: [propext, Classical.choice, Quot.sound]
'TransmissionNodeLorenz.node_lorenzRatio' depends on axioms: [propext, Classical.choice, Quot.sound]
'TransmissionNodeLorenz.quadratic_node' depends on axioms: [propext, Classical.choice, Quot.sound]
```

## Moments and the Lorenz ratio

The variable x = (E − μ)/(k_B T) is the energy measured from the chemical potential μ, in units of the thermal energy at temperature T. The function `thermalWindow` is

w(x) = e^x/(e^x + 1)²,

which is minus the derivative of the Fermi function 1/(e^x + 1). For a transmission function 𝒯(x), `transportMoment` is

L_n = ∫ xⁿ 𝒯(x) w(x) dx over the whole real line.

In the Landauer picture with linear response, the electrical conductance G is proportional to L0, and the electronic thermal conductance κ at zero electric current is proportional to L2 − L1²/L0. Restoring the constants, with k_B the Boltzmann constant and e here the elementary charge, gives

κ/(G T) = (k_B/e)² (L0 L2 − L1²)/L0²,

and `lorenzRatio` is this expression without the prefactor (k_B/e)².

The node is `nodeTransmission c m`, that is, 𝒯(x) = c x^(2m). A simple zero of the transmission amplitude gives m = 1. Since x is scaled by temperature, c is the node's strength at that temperature.

The theorem `node_lorenzRatio` says that for every c ≠ 0 and m ≥ 1 the ratio is

(2m + 2)(2m + 1) η(2m + 2)/η(2m),

where η(p) = 1 − 1/2^p + 1/3^p − … is `alternatingZeta p`. The strength c has dropped out. The condition c ≠ 0 says that the junction conducts at all; a physical transmission has c > 0, although the algebra accepts either sign. For m = 1, `quadratic_node` gives

L0 = cπ²/3, L1 = 0, L2 = 7cπ⁴/15,

and the ratio 7π²/5 = (21/5)(π²/3). The Sommerfeld value π²/3, which belongs to constant transmission, enters here only as a number for comparison.

The model has non-interacting electrons, elastic transport and a node exactly at the chemical potential. It leaves out heat carried by phonons and any background transmission that fills the node. A power law also exceeds the bound of one per channel at large |x|, so it describes a real junction only when it holds throughout the thermally relevant energies. Within these limits, the value 7π²/5 can serve as a check on numerical integration in a transport code.

## From the thermal window to alternating zeta sums

Multiplying the numerator and denominator of w(−x) by e^(2x) gives w(−x) = w(x), which is `thermalWindow_neg`. For x > 0, set q = e^(−x), so that 0 < q < 1. The series Σ n rⁿ = r/(1 − r)² at r = −q then gives

w(x) = q/(1 + q)² = Σ_{k≥0} (−1)^k (k + 1) e^(−(k+1)x).

This is `thermalWindow_series`; its proof removes the vanishing n = 0 term and shifts the index.

The Gamma integral supplies `exponential_moment`: for b > 0,

∫₀^∞ x^p e^(−bx) dx = p!/b^(p+1).

With b = k + 1, term k of the series contributes

(−1)^k (k + 1) p!/(k + 1)^(p+1) = (−1)^k p!/(k + 1)^p.

The integrals of the absolute values are p!/(k + 1)^p, and their sum is finite for p ≥ 2. This permits integration term by term, so

∫₀^∞ x^p w(x) dx = p! η(p).

In `halfLine_moment`, `F k` is term k multiplied by x^p, `hF` shows that it is integrable, and `hN` computes the integral of its norm.

Next, let ζ(p) = Σ_{k≥0} 1/(k + 1)^p. The terms with even denominators add up to ζ(p)/2^p. They carry a minus sign in η(p), so

η(p) = ζ(p) − 2ζ(p)/2^p = (1 − 2/2^p) ζ(p),

which is positive for p ≥ 2. The proof of `alternatingZeta_eq` splits both sums by the parity of k and combines the results linearly.

## Parity and the final ratio

Because w is even, an even moment over the whole line is twice its half-line value. For an odd moment I, the substitution x → −x gives I = −I, hence I = 0. The theorem `window_moments` states both results for orders of at least 2, with the half-line value written out.

Lean assigns the value zero to a divergent integral, so `window_integrable` establishes convergence separately. An even moment has a positive value and therefore cannot be such a default; an odd one is dominated by its even neighbours through |x| ≤ 1 + x².

In `node_moments`, which assumes m ≥ 1, the factor x^(2m) raises the order of each moment by 2m:

L0 = 2c (2m)! η(2m)

L1 = 0

L2 = 2c (2m + 2)! η(2m + 2)

With L1 = 0 the Lorenz ratio reduces to L2/L0. The factor 2c cancels, and (2m + 2)!/(2m)! = (2m + 2)(2m + 1) gives the general formula.

For the quadratic node, ζ(2) = π²/6 and ζ(4) = π⁴/90 come from Mathlib, so

η(2) = (1/2)(π²/6) = π²/12

η(4) = (7/8)(π⁴/90) = 7π⁴/720

L0 = 2c · 2 · π²/12 = cπ²/3

L2 = 2c · 24 · 7π⁴/720 = 7cπ⁴/15

L2/L0 = 7π²/5.

The proof of `quadratic_node` follows the same arithmetic, with `e2` and `e4` holding the two values of η.
